# The Stuhrmann relation: how the radius of gyration of a set of point scatterers depends on contrast

For a particle made of finitely many point scatterers whose internal structure does not change with the solvent, the squared radius of gyration is a polynomial of degree at most two in the inverse contrast. Let scatterer j have volume fraction v_j, position x_j and scattering density D + d_j relative to the solvent. Here D ≠ 0 is the contrast, the volume-weighted mean of these densities, and d_j is the fluctuation about it. With the origin at the centre of volume, the squared radius of gyration R² is

R²(D) = S + α/D − ‖p‖²/D²,

where

S = Σ v_j ‖x_j‖², α = Σ v_j d_j ‖x_j‖², p = Σ v_j d_j x_j.

## What a change of solvent does to the measured size

In small-angle neutron scattering, the solvent's scattering density can be tuned by mixing light and heavy water. If the particle's own densities stay fixed, this shifts every one of them, taken relative to the solvent, by the same amount. The apparent size can change as well, because R² weights each part of the particle by its density. The centre about which R² is taken may also move.

A series of contrasts therefore carries information about the interior. S is the squared radius of gyration of the shape alone. The coefficient α is positive when the denser material lies, on balance, further out, and p measures how lopsided the density is. For a single structure from an atomistic or coarse-grained simulation, S, α and ‖p‖² can be computed from the coordinates, volume fractions and densities and compared with a contrast series, as long as the scatterers can be treated as points with solvent-independent densities and the solvent around them as uniform.

## The quantities as Lean defines them

The scatterers are labelled by a finite type `ι`, and positions lie in a real inner product space `E`, of which ordinary three-dimensional space is an instance. The functions `v`, `d` and `x` give v_j, d_j and x_j.

- `strength` is the total scattering strength Σ v_j (D + d_j).
- `centre` is the density-weighted mean position.
- `gyrationSq` is R²: the density-weighted second moment about `centre`, divided by `strength`.
- `shapeSq`, `alpha` and `dipole` are S, α and p.

Textbooks often write the contrast as Δρ or ρ̄, where these notes have D, and the last coefficient as β, which is ‖p‖² here.

The theorem `stuhrmann` has four hypotheses. `hv` says that the volume fractions sum to one, and `hd` that the fluctuations have weighted mean zero, which makes D the mean density. `hx` puts the origin at the centre of volume, and `hD` says that the particle is not matched out on average. Positive volume fractions are the physical case, but positivity is not assumed.

The sums are finite, so a continuous density profile enters only after it has been divided into points. The same `v`, `d` and `x` serve at every contrast, which leaves out hydrogen–deuterium exchange and solvent entering the particle. The step from this model to an experiment is the Guinier expansion: for identical, independent particles in random orientations, the intensity at small momentum transfer q behaves as I(0)(1 − q²R²/3). The theorems concern R² as defined by the sums, and that it is the quantity read from the measured slope is taken from scattering theory.

## From the densities to the relation

The total strength is

Σ v_j (D + d_j) = D Σ v_j + Σ v_j d_j = D.

The scattering centre c is therefore

c = (1/D) Σ v_j (D + d_j) x_j = (1/D)(D Σ v_j x_j + p) = p/D.

Now write w_j = v_j (D + d_j) and W = Σ w_j = D. By the definition of c, Σ w_j x_j = W c. Expanding the square gives

Σ w_j ‖x_j − c‖² = Σ w_j ‖x_j‖² − 2⟨Σ w_j x_j, c⟩ + W‖c‖²
= Σ w_j ‖x_j‖² − W‖c‖².

This is the parallel-axis identity. It holds for weights of either sign, which is needed because parts of the particle may scatter less than the solvent. The second moment about the origin is

Σ w_j ‖x_j‖² = D S + α.

Dividing by W = D and inserting c = p/D,

R² = (D S + α − D‖p‖²/D²)/D = S + α/D − ‖p‖²/D².

As |D| grows, the last two terms vanish and R² tends to S: at high contrast the internal fluctuations no longer matter.

## What the three coefficients determine

**A fixed centre.** At contrasts D ≠ D′ the centres differ by (1/D − 1/D′)p, so they coincide exactly when p = 0. The Lean statement also admits a zero contrast, where division by zero returns zero and `centre` has no physical meaning.

**A largest radius.** If p ≠ 0, completing the square gives

R² = S + α²/(4‖p‖²) − (αD − 2‖p‖²)²/(4‖p‖²D²).

Thus R² never exceeds S + α²/(4‖p‖²), and it reaches this value exactly when αD = 2‖p‖². If α = 0, no contrast satisfies that condition, and R² stays below S.

**Three contrasts.** Suppose that A + a/D − b/D² reproduces R² at three distinct nonzero contrasts D₁, D₂ and D₃. Subtracting the relation and multiplying by D² gives, at each of them,

(A − S)D² + (a − α)D − (b − ‖p‖²) = 0.

The difference of the equations at D₁ and D₂, divided by D₁ − D₂, is

(A − S)(D₁ + D₂) + (a − α) = 0.

The same holds with D₃ in place of D₂. Subtracting these two and dividing by D₂ − D₃ gives A = S, after which a = α and b = ‖p‖². The fit is assumed to pass through the values exactly, so the effect of noise is a separate question.

## Two beads and a negative squared radius

Take two beads of volume fraction 1/2 at e and −e, with fluctuations 1 and −1. The contrast is then measured in units of the fluctuation. Here S = ‖e‖², α = 0 and p = e, so

R² = ‖e‖²(1 − 1/D²).

At D = 1 the second bead is matched to the solvent. Only a single point scatters, and R² = 0 as it should be. For 0 < |D| < 1 and e ≠ 0 the beads have densities of opposite sign, and R² is negative. In the Guinier expansion this means an intensity that rises with q at first. R² is a variance in form only, since its weights can be negative.

## The Lean file

```lean
import Mathlib

open Finset

namespace ContrastVariation

noncomputable section

variable {ι E : Type*} [Fintype ι] [NormedAddCommGroup E] [InnerProductSpace ℝ E]

/-- Total scattering strength of a particle with volume weights `v j` and
scattering densities `D + d j`. -/
def strength (v d : ι → ℝ) (D : ℝ) : ℝ := ∑ j, v j * (D + d j)

/-- Scattering centre: the mean position weighted by scattering density,
meaningful when the total strength is nonzero. -/
def centre (v d : ι → ℝ) (x : ι → E) (D : ℝ) : E :=
  (strength v d D)⁻¹ • ∑ j, (v j * (D + d j)) • x j

/-- Squared radius of gyration: the density-weighted variance of position about the
scattering centre, meaningful when the total strength is nonzero. -/
def gyrationSq (v d : ι → ℝ) (x : ι → E) (D : ℝ) : ℝ :=
  (∑ j, v j * (D + d j) * ‖x j - centre v d x D‖ ^ 2) / strength v d D

/-- Second moment of the shape, weighted by volume alone. -/
def shapeSq (v : ι → ℝ) (x : ι → E) : ℝ := ∑ j, v j * ‖x j‖ ^ 2

/-- Second moment of the density fluctuations. -/
def alpha (v d : ι → ℝ) (x : ι → E) : ℝ := ∑ j, v j * d j * ‖x j‖ ^ 2

/-- First moment (dipole) of the density fluctuations. -/
def dipole (v d : ι → ℝ) (x : ι → E) : E := ∑ j, (v j * d j) • x j

/-- If the weights sum to one and the fluctuations have weighted mean zero, the total
scattering strength equals the contrast `D`. -/
theorem strength_eq {v d : ι → ℝ} (hv : ∑ j, v j = 1) (hd : ∑ j, v j * d j = 0)
    (D : ℝ) : strength v d D = D := by
  simp only [strength, mul_add, sum_add_distrib, ← sum_mul, hv, hd]
  ring

/-- For weights summing to one, and fluctuations and positions of weighted mean zero,
the scattering centre is the fluctuation dipole divided by the contrast. -/
theorem centre_eq {v d : ι → ℝ} {x : ι → E} (hv : ∑ j, v j = 1)
    (hd : ∑ j, v j * d j = 0) (hx : ∑ j, v j • x j = 0) (D : ℝ) :
    centre v d x D = D⁻¹ • dipole v d x := by
  have h : ∑ j, (v j * (D + d j)) • x j = D • ∑ j, v j • x j + dipole v d x := by
    rw [dipole, smul_sum, ← sum_add_distrib]
    exact sum_congr rfl fun j _ => by module
  rw [centre, strength_eq hv hd, h, hx, smul_zero, zero_add]

/-- Parallel-axis identity for weights of any sign: if `c` balances the weighted
positions, the second moment about `c` is the one about the origin minus the total
weight times the squared distance of `c` from the origin. -/
theorem parallel_axis (w : ι → ℝ) (x : ι → E) (c : E)
    (h : ∑ j, w j • x j = (∑ j, w j) • c) :
    ∑ j, w j * ‖x j - c‖ ^ 2 = ∑ j, w j * ‖x j‖ ^ 2 - (∑ j, w j) * ‖c‖ ^ 2 := by
  -- pair the balance condition with `c` to evaluate the cross term
  have key := congrArg (fun y => inner ℝ y c) h
  simp only [sum_inner, real_inner_smul_left, real_inner_self_eq_norm_sq] at key
  calc ∑ j, w j * ‖x j - c‖ ^ 2
      = ∑ j, (w j * ‖x j‖ ^ 2 - 2 * (w j * inner ℝ (x j) c) + w j * ‖c‖ ^ 2) :=
        sum_congr rfl fun j _ => by rw [norm_sub_sq_real]; ring
    _ = _ := by
        rw [sum_add_distrib, sum_sub_distrib, ← mul_sum, ← sum_mul, key]
        ring

/-- Stuhrmann relation: for weights summing to one, fluctuations and positions of weighted mean
zero, and nonzero contrast `D`, the squared radius of gyration is the shape moment plus `alpha / D`
minus the squared norm of the dipole over `D ^ 2`. -/
theorem stuhrmann {v d : ι → ℝ} {x : ι → E} (hv : ∑ j, v j = 1)
    (hd : ∑ j, v j * d j = 0) (hx : ∑ j, v j • x j = 0) {D : ℝ} (hD : D ≠ 0) :
    gyrationSq v d x D =
      shapeSq v x + alpha v d x / D - ‖dipole v d x‖ ^ 2 / D ^ 2 := by
  have hS := strength_eq hv hd D
  have hW : ∑ j, v j * (D + d j) = D := hS
  have hbal : ∑ j, (v j * (D + d j)) • x j
      = (∑ j, v j * (D + d j)) • centre v d x D := by
    rw [hW, centre, hS, smul_inv_smul₀ hD]
  -- second moment about the origin
  have hm : ∑ j, v j * (D + d j) * ‖x j‖ ^ 2 = D * shapeSq v x + alpha v d x := by
    rw [shapeSq, alpha, mul_sum, ← sum_add_distrib]
    exact sum_congr rfl fun j _ => by ring
  have h := parallel_axis (fun j => v j * (D + d j)) x (centre v d x D) hbal
  simp only [hm, hW] at h
  rw [gyrationSq, h, hS, centre_eq hv hd hx, norm_smul, mul_pow, norm_inv,
    Real.norm_eq_abs, inv_pow, sq_abs]
  field_simp

/-- For weights summing to one, and fluctuations and positions of weighted mean zero,
the scattering centre is the same at two different contrasts exactly when the
fluctuation dipole vanishes. -/
theorem centre_fixed_iff {v d : ι → ℝ} {x : ι → E} (hv : ∑ j, v j = 1)
    (hd : ∑ j, v j * d j = 0) (hx : ∑ j, v j • x j = 0) {D D' : ℝ} (hne : D ≠ D') :
    centre v d x D = centre v d x D' ↔ dipole v d x = 0 := by
  rw [centre_eq hv hd hx, centre_eq hv hd hx]
  constructor
  · intro h
    have h0 : (D⁻¹ - D'⁻¹) • dipole v d x = 0 := by rw [sub_smul, h, sub_self]
    exact (smul_eq_zero.mp h0).resolve_left
      (sub_ne_zero.mpr fun e => hne (inv_injective e))
  · intro h
    rw [h, smul_zero, smul_zero]

/-- Under the conditions of the Stuhrmann relation and with a nonzero dipole, the squared
radius of gyration has an upper bound independent of contrast, attained exactly when
`alpha * D` is twice the squared dipole. -/
theorem gyrationSq_le {v d : ι → ℝ} {x : ι → E} (hv : ∑ j, v j = 1)
    (hd : ∑ j, v j * d j = 0) (hx : ∑ j, v j • x j = 0) {D : ℝ} (hD : D ≠ 0)
    (hp : dipole v d x ≠ 0) :
    gyrationSq v d x D ≤ shapeSq v x + alpha v d x ^ 2 / (4 * ‖dipole v d x‖ ^ 2) ∧
    (gyrationSq v d x D = shapeSq v x + alpha v d x ^ 2 / (4 * ‖dipole v d x‖ ^ 2) ↔
      alpha v d x * D = 2 * ‖dipole v d x‖ ^ 2) := by
  have hb : ‖dipole v d x‖ ≠ 0 := norm_ne_zero_iff.mpr hp
  -- complete the square in `1 / D`
  have key : gyrationSq v d x D =
      shapeSq v x + alpha v d x ^ 2 / (4 * ‖dipole v d x‖ ^ 2)
        - (alpha v d x * D - 2 * ‖dipole v d x‖ ^ 2) ^ 2
          / (4 * ‖dipole v d x‖ ^ 2 * D ^ 2) := by
    rw [stuhrmann hv hd hx hD]
    field_simp
    ring
  have hpos : 0 ≤ (alpha v d x * D - 2 * ‖dipole v d x‖ ^ 2) ^ 2
      / (4 * ‖dipole v d x‖ ^ 2 * D ^ 2) := by positivity
  refine ⟨by linarith, fun h => ?_, fun h => ?_⟩
  · have h0 : (alpha v d x * D - 2 * ‖dipole v d x‖ ^ 2) ^ 2
        / (4 * ‖dipole v d x‖ ^ 2 * D ^ 2) = 0 := by linarith
    have hden : 4 * ‖dipole v d x‖ ^ 2 * D ^ 2 ≠ 0 := by positivity
    have h1 := (div_eq_zero_iff.mp h0).resolve_right hden
    exact sub_eq_zero.mp ((pow_eq_zero_iff two_ne_zero).mp h1)
  · rw [key, h, sub_self]
    simp

/-- Under the conditions of the Stuhrmann relation, a fit `A + a / D - b / D ^ 2` that
reproduces the squared radius of gyration at three distinct nonzero contrasts returns
the shape moment, the fluctuation moment and the squared dipole. -/
theorem three_contrasts {v d : ι → ℝ} {x : ι → E} (hv : ∑ j, v j = 1)
    (hd : ∑ j, v j * d j = 0) (hx : ∑ j, v j • x j = 0) {A a b D₁ D₂ D₃ : ℝ}
    (h₁ : D₁ ≠ 0) (h₂ : D₂ ≠ 0) (h₃ : D₃ ≠ 0)
    (h₁₂ : D₁ ≠ D₂) (h₁₃ : D₁ ≠ D₃) (h₂₃ : D₂ ≠ D₃)
    (f₁ : gyrationSq v d x D₁ = A + a / D₁ - b / D₁ ^ 2)
    (f₂ : gyrationSq v d x D₂ = A + a / D₂ - b / D₂ ^ 2)
    (f₃ : gyrationSq v d x D₃ = A + a / D₃ - b / D₃ ^ 2) :
    A = shapeSq v x ∧ a = alpha v d x ∧ b = ‖dipole v d x‖ ^ 2 := by
  have e : ∀ D : ℝ, D ≠ 0 → gyrationSq v d x D = A + a / D - b / D ^ 2 →
      (A - shapeSq v x) * D ^ 2 + (a - alpha v d x) * D
        - (b - ‖dipole v d x‖ ^ 2) = 0 := by
    intro D hD h
    rw [stuhrmann hv hd hx hD] at h
    field_simp at h
    linarith
  have e₁ := e D₁ h₁ f₁
  have e₂ := e D₂ h₂ f₂
  have e₃ := e D₃ h₃ f₃
  -- divided differences remove the coefficients one at a time
  have g₂ : (A - shapeSq v x) * (D₁ + D₂) + (a - alpha v d x) = 0 :=
    mul_left_cancel₀ (sub_ne_zero.mpr h₁₂) (by linear_combination e₁ - e₂)
  have g₃ : (A - shapeSq v x) * (D₁ + D₃) + (a - alpha v d x) = 0 :=
    mul_left_cancel₀ (sub_ne_zero.mpr h₁₃) (by linear_combination e₁ - e₃)
  have p : A - shapeSq v x = 0 :=
    mul_left_cancel₀ (sub_ne_zero.mpr h₂₃) (by linear_combination g₂ - g₃)
  have q : a - alpha v d x = 0 := by linear_combination g₂ - (D₁ + D₂) * p
  have r : b - ‖dipole v d x‖ ^ 2 = 0 := by
    linear_combination D₁ ^ 2 * p + D₁ * q - e₁
  exact ⟨sub_eq_zero.mp p, sub_eq_zero.mp q, sub_eq_zero.mp r⟩

/-- Two beads of equal volume at `e` and `-e`, with fluctuations `1` and `-1`, have squared
radius of gyration `‖e‖ ^ 2 * (1 - 1 / D ^ 2)` at nonzero contrast `D`. -/
theorem two_beads (e : E) {D : ℝ} (hD : D ≠ 0) :
    gyrationSq ![1 / 2, 1 / 2] ![1, -1] ![e, -e] D = ‖e‖ ^ 2 * (1 - 1 / D ^ 2) := by
  have hp : dipole ![1 / 2, 1 / 2] ![1, -1] ![e, -e] = e := by
    simp only [dipole, Fin.sum_univ_two, Matrix.cons_val_zero, Matrix.cons_val_one]
    module
  have hs : shapeSq ![1 / 2, 1 / 2] ![e, -e] = ‖e‖ ^ 2 := by
    simp only [shapeSq, Fin.sum_univ_two, Matrix.cons_val_zero, Matrix.cons_val_one,
      norm_neg]
    ring
  have ha : alpha ![1 / 2, 1 / 2] ![1, -1] ![e, -e] = 0 := by
    simp only [alpha, Fin.sum_univ_two, Matrix.cons_val_zero, Matrix.cons_val_one,
      norm_neg]
    ring
  rw [stuhrmann (by norm_num [Fin.sum_univ_two]) (by norm_num [Fin.sum_univ_two])
    (by simp [Fin.sum_univ_two]) hD, hp, hs, ha]
  ring

/-- Two beads of equal volume at `e` and `-e`, with `e` nonzero and fluctuations `1` and `-1`, have
a negative squared radius of gyration at every nonzero contrast of magnitude below one. -/
theorem two_beads_neg {e : E} (he : e ≠ 0) {D : ℝ} (hD : D ≠ 0) (h : |D| < 1) :
    gyrationSq ![1 / 2, 1 / 2] ![1, -1] ![e, -e] D < 0 := by
  have h1 : 1 < 1 / D ^ 2 := by
    rw [lt_div_iff₀ (by positivity), one_mul]
    exact (sq_lt_one_iff_abs_lt_one D).mpr h
  rw [two_beads e hD]
  exact mul_neg_of_pos_of_neg (pow_pos (norm_pos_iff.mpr he) 2) (by linarith)

end

end ContrastVariation
```

```lean
#print axioms ContrastVariation.centre_fixed_iff
#print axioms ContrastVariation.gyrationSq_le
#print axioms ContrastVariation.three_contrasts
#print axioms ContrastVariation.two_beads_neg
```

```
'ContrastVariation.centre_fixed_iff' depends on axioms: [propext, Classical.choice, Quot.sound]
'ContrastVariation.gyrationSq_le' depends on axioms: [propext, Classical.choice, Quot.sound]
'ContrastVariation.three_contrasts' depends on axioms: [propext, Classical.choice, Quot.sound]
'ContrastVariation.two_beads_neg' depends on axioms: [propext, Classical.choice, Quot.sound]
```

## How the formal proof is built

`strength_eq` expands the product inside the sum and inserts `hv` and `hd`. `centre_eq` first splits the density-weighted sum of positions into D times the volume-weighted sum plus the dipole, with `module` checking the identity for each scatterer. The hypothesis `hx` then removes the first part.

`parallel_axis` is stated for arbitrary real weights `w` and any point `c` that satisfies the balance condition `h`. Taking the inner product of both sides of `h` with `c` gives `key`, the value of the cross term. The `calc` block expands each squared distance with `norm_sub_sq_real`, separates the sums and substitutes `key`.

In `stuhrmann`, `hbal` shows that the scattering centre satisfies the balance condition; this uses D ≠ 0, because the definition of `centre` divides by the strength. The step `hm` is the second moment D S + α. After `parallel_axis` has been applied and the centre replaced by p/D, `field_simp` carries out the final division.

`centre_fixed_iff` writes the difference of the two centres as a number times the dipole. Distinct contrasts have distinct inverses, so that number is nonzero and the dipole must vanish.

In `gyrationSq_le`, `key` is the completed square and `hpos` says that the subtracted term is nonnegative, which yields the bound. For equality that term must be zero. Its denominator is nonzero, so the squared numerator vanishes, and this is the stated condition on D.

`three_contrasts` follows the elimination above. The auxiliary statement `e` clears denominators at one contrast, `g₂` and `g₃` are the two divided differences, and `p`, `q` and `r` show in turn that the three coefficient errors are zero. The local name `p` there is an equation for A − S and not the dipole.

`two_beads` evaluates the three moments and inserts them into `stuhrmann`. `two_beads_neg` then uses |D| < 1 to obtain 1/D² > 1, so a positive squared length multiplies a negative factor.
